# For odd d, the cubic phase state has a negative discrete Wigner value exactly when d ≥ 5

Let $d$ be odd, $w=e^{2\pi i/d}$, and $\psi_j=w^{j^3}/\sqrt d$ with $j$ taken modulo $d$. The discrete Wigner function of this state is

$$W(q,p)=\frac{1}{d^2}A(p-3q^2),\qquad A(s)=\sum_t w^{2ts-2t^3},$$

and it takes a strictly negative value if and only if $d\ge 5$. For a single ideal qudit of odd dimension $d\ge5$ in this pure state, $W$ therefore cannot serve as a probability distribution from which to sample phase-space points in a classical simulation.

## The state and its phase-space function

Positions, momenta and summation indices all live in `ZMod d`, the integers modulo $d$. The instance `NeZero d` excludes $d=0$; oddness is assumed only where it is needed.

```lean
import Mathlib

open Finset
open scoped ComplexConjugate

namespace CubicPhaseState

noncomputable section

variable {d : ℕ} [NeZero d]
```

The phase $w^x$ depends only on $x$ modulo $d$, so it is defined as the standard additive character of `ZMod d`.

```lean
/-- The phase `w ^ x` with `w = exp (2 π i / d)` and the exponent `x` taken modulo `d`. -/
def phase (x : ZMod d) : ℂ := ZMod.stdAddChar x
```

Each amplitude of the state has modulus $1/\sqrt d$, which makes the state normalised.

```lean
/-- The cubic phase state, with amplitudes `w ^ (j ^ 3) / √d`. -/
def cubicState (j : ZMod d) : ℂ := phase (j ^ 3) / ((Real.sqrt (d : ℝ) : ℝ) : ℂ)
```

The Wigner function follows the convention

$$W(q,p)=\frac1d\sum_y\psi_{q+y}\,\overline{\psi_{q-y}}\,w^{-2py}.$$

The Lean definition accepts any complex vector `ψ` and any $d\neq0$, but it is a proper Wigner function only for odd $d$: for even $d$ the values for a normalised state add up to 2 instead of 1. Its Lean type is complex, although the reflection $y\to-y$ shows that every value is real.

```lean
/-- The discrete Wigner function of a state `ψ` at position `q` and momentum `p`. -/
def wigner (ψ : ZMod d → ℂ) (q p : ZMod d) : ℂ :=
  1 / (d : ℂ) * ∑ y : ZMod d, ψ (q + y) * conj (ψ (q - y)) * phase (-(2 * p * y))
```

The sum $A(s)$ is a finite analogue of the Airy integral, with a cubic and a linear term in the exponent.

```lean
/-- The discrete Airy function, a sum of cubic phases over `ZMod d`. -/
def airy (s : ZMod d) : ℂ := ∑ t : ZMod d, phase (2 * t * s - 2 * t ^ 3)
```

## Phases modulo d

For a natural number $n$, the character really is $w^n$, which ties the abstract definition to the exponential.

```lean
/-- On natural numbers `n`, the phase is the `n`-th power of `exp (2 π i / d)`. -/
theorem phase_natCast (n : ℕ) :
    phase (n : ZMod d) = Complex.exp (2 * Real.pi * Complex.I / d) ^ n := by
  have h : ZMod.stdAddChar (((n : ℤ) : ZMod d)) = _ := ZMod.stdAddChar_coe (n : ℤ)
  simp only [Int.cast_natCast] at h
  rw [← Complex.exp_nat_mul, phase, h]
  congr 1
  ring
```

Exponents add, $w^{x+y}=w^xw^y$.

```lean
/-- Phases multiply when their exponents are added. -/
theorem phase_add (x y : ZMod d) : phase (x + y) = phase x * phase y :=
  AddChar.map_add_eq_mul _ x y
```

A sign change conjugates, $w^{-x}=\overline{w^x}$.

```lean
/-- Reversing the exponent conjugates the phase. -/
theorem phase_neg (x : ZMod d) : phase (-x) = conj (phase x) := by
  unfold phase
  rw [ZMod.stdAddChar_apply, ZMod.stdAddChar_apply, AddChar.map_neg_eq_inv,
    Circle.coe_inv_eq_conj]
```

Plane waves are orthogonal: $\sum_s w^{sb}$ equals $d$ for $b=0$ and vanishes otherwise.

```lean
/-- Orthogonality of plane waves: the phases `w ^ (s b)` sum to `d` if `b = 0` and to zero
otherwise. -/
theorem phase_sum (b : ZMod d) :
    ∑ s : ZMod d, phase (s * b) = if b = 0 then (d : ℂ) else 0 := by
  have h := AddChar.sum_mulShift b (ZMod.isPrimitive_stdAddChar d)
  simpa [phase, ZMod.card] using h
```

Oddness enters through division by two. If $d=2k+1$ and $2x=0$ modulo $d$, then $x=(2k+1)x-k(2x)=0$.

```lean
omit [NeZero d] in
/-- In odd dimension, an exponent whose double vanishes is itself zero. -/
theorem eq_zero_of_two_mul (hd : Odd d) {x : ZMod d} (hx : 2 * x = 0) : x = 0 := by
  obtain ⟨k, hk⟩ := hd
  have h : ((2 * k + 1 : ℕ) : ZMod d) = 0 := by
    rw [← hk]
    exact ZMod.natCast_self d
  push_cast at h
  linear_combination x * h - (k : ZMod d) * hx
```

## The Wigner function depends only on p − 3q²

The product $\psi_{q+y}\overline{\psi_{q-y}}$ carries the exponent

$$(q+y)^3-(q-y)^3=6q^2y+2y^3.$$

Including the factor $w^{-2py}$ gives $2y^3-2y(p-3q^2)$. Substituting $t=-y$ turns this into $2t(p-3q^2)-2t^3$, the exponent in $A(p-3q^2)$. The two amplitudes contribute $1/d$ and the definition of $W$ another $1/d$.

In the proof, `term` performs the expansion for each $y$ and `flip` the reflection of the summation index.

```lean
/-- The Wigner function of the cubic phase state is the discrete Airy function of
`p - 3 q ^ 2`, divided by `d ^ 2`. -/
theorem wigner_cubicState (q p : ZMod d) :
    wigner cubicState q p = airy (p - 3 * q ^ 2) / (d : ℂ) ^ 2 := by
  have hs : ((Real.sqrt (d : ℝ) : ℝ) : ℂ) * ((Real.sqrt (d : ℝ) : ℝ) : ℂ) = (d : ℂ) := by
    rw [← Complex.ofReal_mul, Real.mul_self_sqrt (Nat.cast_nonneg d), Complex.ofReal_natCast]
  -- the difference of the two cubes leaves a cubic and a linear term in `y`
  have term : ∀ y : ZMod d,
      cubicState (q + y) * conj (cubicState (q - y)) * phase (-(2 * p * y))
        = phase (2 * (-y) * (p - 3 * q ^ 2) - 2 * (-y) ^ 3) / (d : ℂ) := by
    intro y
    have e : 2 * (-y) * (p - 3 * q ^ 2) - 2 * (-y) ^ 3
        = (q + y) ^ 3 + -(q - y) ^ 3 + -(2 * p * y) := by ring
    rw [e, phase_add, phase_add, phase_neg ((q - y) ^ 3), ← hs]
    simp only [cubicState, map_div₀, Complex.conj_ofReal]
    rw [div_mul_div_comm, div_mul_eq_mul_div]
  have flip : ∑ y : ZMod d, phase (2 * (-y) * (p - 3 * q ^ 2) - 2 * (-y) ^ 3)
      = airy (p - 3 * q ^ 2) :=
    Equiv.sum_comp (Equiv.neg (ZMod d))
      (fun t => phase (2 * t * (p - 3 * q ^ 2) - 2 * t ^ 3))
  unfold wigner
  rw [Finset.sum_congr rfl fun y _ => term y, ← Finset.sum_div, flip]
  ring
```

Conjugating $A(s)$ reverses the sign of its exponent. Since the exponent is odd in $t$, the reflection $t\to-t$ restores it, so $\overline{A(s)}=A(s)$ and $A$ is real.

```lean
/-- The discrete Airy function is real. -/
theorem airy_im (s : ZMod d) : (airy s).im = 0 := by
  apply Complex.conj_eq_iff_im.mp
  unfold airy
  rw [map_sum, ← Equiv.sum_comp (Equiv.neg (ZMod d))]
  refine Finset.sum_congr rfl fun t _ => ?_
  rw [Equiv.neg_apply, ← phase_neg]
  congr 1
  ring
```

## The five values in dimension five

For $d=5$, the cubes of $t=0,1,2,3,4$ are $0,1,3,2,4$ modulo 5. At $s=2$ the exponents $2(2t-t^3)$ are $0,2,2,3,3$, and hence

$$A(2)=1+4\cos\frac{4\pi}{5}=-\sqrt5.$$

The same computation for the other arguments gives

| $s$ | 0 | 1 | 2 | 3 | 4 |
|---|---|---|---|---|---|
| $A(s)$ | $0$ | $(5-\sqrt5)/2$ | $-\sqrt5$ | $\sqrt5$ | $(5+\sqrt5)/2$ |

Thus $W(0,2)=-\sqrt5/25\approx-0.089$, and the same value occurs at all five points of the parabola $p=2+3q^2$. The values of $A$ add up to $5$, in agreement with the transform below at $u=0$.

## A Fourier transform of constant modulus

Multiply $A(s)$ by $w^{-2su}$ and sum over $s$. Exchanging the sums gives

$$\sum_sA(s)w^{-2su}=\sum_t w^{-2t^3}\sum_s w^{2s(t-u)}=d\,w^{-2u^3}.$$

The inner sum vanishes unless $2(t-u)=0$, which for odd $d$ means $t=u$. The auxiliary statement `orth` evaluates the sum over $s$ at fixed $t$.

```lean
/-- In odd dimension, the Fourier transform of the discrete Airy function is a pure cubic
phase times `d`. -/
theorem airy_fourier (hd : Odd d) (u : ZMod d) :
    ∑ s : ZMod d, airy s * phase (-(2 * s * u)) = d * phase (-(2 * u ^ 3)) := by
  have orth : ∀ t : ZMod d,
      ∑ s : ZMod d, phase (2 * t * s - 2 * t ^ 3) * phase (-(2 * s * u))
        = if t = u then (d : ℂ) * phase (-(2 * u ^ 3)) else 0 := by
    intro t
    have h : ∀ s : ZMod d, phase (2 * t * s - 2 * t ^ 3) * phase (-(2 * s * u))
        = phase (-(2 * t ^ 3)) * phase (s * (2 * (t - u))) := by
      intro s
      rw [← phase_add, ← phase_add]
      congr 1
      ring
    rw [Finset.sum_congr rfl fun s _ => h s, ← Finset.mul_sum, phase_sum]
    by_cases htu : t = u
    · rw [if_pos htu, if_pos (by rw [htu, sub_self, mul_zero]), htu, mul_comm]
    · rw [if_neg htu, if_neg (fun h0 => htu (sub_eq_zero.mp (eq_zero_of_two_mul hd h0))),
        mul_zero]
  unfold airy
  simp_rw [Finset.sum_mul]
  rw [Finset.sum_comm, Finset.sum_congr rfl fun t _ => orth t]
  simp
```

## What nonnegativity would force

Suppose $A(r)\ge0$ for every $r$. Multiplying the transform at $u$ by $w^{2u^3}$ and taking real parts gives

$$\sum_r A(r)\,\mathrm{Re}\,w^{2u^3-2ru}=d.$$

At $u=0$ this reads $\sum_rA(r)=d$. Subtracting the two relations,

$$\sum_r A(r)\left(1-\mathrm{Re}\,w^{2u^3-2ru}\right)=0.$$

No term is negative, so every term is zero. At any $s$ with $A(s)\ne0$, the phase $w^{2u^3-2su}$ has real part one. Its modulus is also one, so it equals one and $2u^3-2su=0$ modulo $d$. Dividing by two leaves $u^3=su$, for every $u$.

The Lean proof has the same order: `key` is the real-part relation, `hz` the vanishing sum, and `h1` to `h5` lead from the real part to the exponent.

```lean
/-- In odd dimension, if the discrete Airy function were nowhere negative, then `u ^ 3 = s u` would
hold for all `u` at each point `s` where it does not vanish. -/
theorem cube_eq_of_airy_nonneg (hd : Odd d) (hpos : ∀ s : ZMod d, 0 ≤ (airy s).re)
    {s : ZMod d} (hs : (airy s).re ≠ 0) (u : ZMod d) : u ^ 3 = s * u := by
  have key : ∀ v : ZMod d,
      ∑ r : ZMod d, (airy r).re * (phase (2 * v ^ 3 - 2 * r * v)).re = d := by
    intro v
    have e : ∀ r : ZMod d, airy r * phase (2 * v ^ 3 - 2 * r * v)
        = airy r * phase (-(2 * r * v)) * phase (2 * v ^ 3) := by
      intro r
      rw [mul_assoc (airy r), ← phase_add, neg_add_eq_sub]
    have h : ∑ r : ZMod d, airy r * phase (2 * v ^ 3 - 2 * r * v) = (d : ℂ) := by
      rw [Finset.sum_congr rfl fun r _ => e r, ← Finset.sum_mul, airy_fourier hd, mul_assoc,
        ← phase_add, neg_add_cancel]
      simp [phase]
    have h' := congrArg Complex.re h
    rw [Complex.re_sum, Complex.natCast_re] at h'
    rw [← h']
    refine Finset.sum_congr rfl fun r _ => ?_
    rw [Complex.mul_re, airy_im r, zero_mul, sub_zero]
  have h0 : ∑ r : ZMod d, (airy r).re = d := by simpa [phase] using key 0
  have hn : ∀ x : ZMod d, ‖phase x‖ = 1 := by
    intro x
    rw [phase, ZMod.stdAddChar_apply, Circle.norm_coe]
  -- a sum of nonnegative terms vanishes, hence so does each term
  have hz : ∑ r : ZMod d, (airy r).re * (1 - (phase (2 * u ^ 3 - 2 * r * u)).re) = 0 := by
    simp only [mul_sub, mul_one, Finset.sum_sub_distrib]
    rw [h0, key u, sub_self]
  have ht := (Finset.sum_eq_zero_iff_of_nonneg (fun r _ => mul_nonneg (hpos r)
    (sub_nonneg.mpr ((Complex.re_le_norm _).trans_eq (hn _))))).mp hz s (Finset.mem_univ s)
  have h1 : (phase (2 * u ^ 3 - 2 * s * u)).re = 1 := by
    rcases mul_eq_zero.mp ht with h | h
    · exact absurd h hs
    · linarith
  -- a phase with real part one is trivial
  have h2 := Complex.normSq_apply (phase (2 * u ^ 3 - 2 * s * u))
  rw [← Complex.sq_norm, hn, h1] at h2
  have h3 : (phase (2 * u ^ 3 - 2 * s * u)).im = 0 :=
    mul_self_eq_zero.mp (by linarith)
  have h4 : phase (2 * u ^ 3 - 2 * s * u) = 1 := Complex.ext h1 h3
  have h5 : 2 * u ^ 3 - 2 * s * u = 0 :=
    ZMod.injective_stdAddChar (h4.trans (AddChar.map_zero_eq_one _).symm)
  exact sub_eq_zero.mp (eq_zero_of_two_mul hd (by linear_combination h5))
```

## Negativity exactly from dimension five

Let $d\ge5$ and suppose that $W$ has no negative value. Since $W(0,s)=A(s)/d^2$, the function $A$ is nonnegative everywhere. It has total $d$, so some $A(s)$ is nonzero. At that $s$, taking $u=1$ gives $s=1$, and $u=2$ gives $8=2s$. Hence $6=0$ and then $3=0$ modulo $d$, so $d$ divides 3, a contradiction.

The remaining odd dimensions are $d=1$ and $d=3$. There $t^3=t$ for every $t$, which `decide` checks case by case, and the state is an ordinary plane wave. The Airy sum reduces to $\sum_t w^{2t(s-1)}$, which is $d$ or $0$, so $W$ is $1/d$ or $0$ and never negative.

In the theorem, `hd : Odd d` is the only hypothesis besides $d\neq0$. Because the values of `wigner` have the type `ℂ` in Lean, negativity is expressed by a real number `r < 0` equal to the Wigner function at some `q` and `p`.

```lean
/-- In odd dimension `d`, the Wigner function of the cubic phase state takes a strictly
negative value if and only if `d ≥ 5`. -/
theorem wigner_cubicState_negative_iff (hd : Odd d) :
    (∃ q p : ZMod d, ∃ r : ℝ, r < 0 ∧ wigner cubicState q p = (r : ℂ)) ↔ 5 ≤ d := by
  have hd0 : (0 : ℝ) < d := Nat.cast_pos.mpr (NeZero.pos d)
  constructor
  · rintro ⟨q, p, r, hr, h⟩
    by_contra h5
    -- for `d = 1` and `d = 3` the cubic phase is linear
    have cube : ∀ t : ZMod d, t ^ 3 = t := by
      have hd' : d = 1 ∨ d = 3 := by
        obtain ⟨k, hk⟩ := hd
        omega
      clear h hr hd0 h5 hd
      rcases hd' with rfl | rfl <;> decide
    have ha : ∀ s : ZMod d, airy s = if 2 * (s - 1) = 0 then (d : ℂ) else 0 := by
      intro s
      rw [← phase_sum]
      refine Finset.sum_congr rfl fun t _ => ?_
      congr 1
      linear_combination -2 * cube t
    rw [wigner_cubicState, ha] at h
    split_ifs at h
    · have h' : (d : ℝ) / (d : ℝ) ^ 2 = r :=
        Complex.ofReal_inj.mp (by push_cast; exact h)
      have : 0 ≤ (d : ℝ) / (d : ℝ) ^ 2 := by positivity
      linarith
    · rw [zero_div] at h
      have h' : (0 : ℝ) = r := by exact_mod_cast h
      linarith
  · intro h5
    by_contra hcon
    have hpos : ∀ s : ZMod d, 0 ≤ (airy s).re := by
      intro s
      by_contra hs
      refine hcon ⟨0, s, (airy s).re / (d : ℝ) ^ 2,
        div_neg_of_neg_of_pos (not_le.mp hs) (by positivity), ?_⟩
      have e : s - 3 * (0 : ZMod d) ^ 2 = s := by ring
      have hre : ((airy s).re : ℂ) = airy s :=
        Complex.ext (Complex.ofReal_re _) ((Complex.ofReal_im _).trans (airy_im s).symm)
      rw [wigner_cubicState, e]
      push_cast
      rw [hre]
    -- the Airy function has total weight `d`, so it cannot vanish identically
    have hex : ∃ s : ZMod d, (airy s).re ≠ 0 := by
      by_contra hno
      have hA : ∀ s : ZMod d, airy s = 0 := fun s =>
        Complex.ext (not_not.mp fun h => hno ⟨s, h⟩) (airy_im s)
      have f : (d : ℂ) = 0 := by
        have f := airy_fourier hd 0
        simpa [hA, phase] using f.symm
      exact NeZero.ne d (Nat.cast_eq_zero.mp f)
    obtain ⟨s, hs⟩ := hex
    have h1 := cube_eq_of_airy_nonneg hd hpos hs 1
    have h2 := cube_eq_of_airy_nonneg hd hpos hs 2
    have h3 : (3 : ZMod d) = 0 := eq_zero_of_two_mul hd (by linear_combination h2 - 2 * h1)
    have h4 : d ∣ 3 := (CharP.cast_eq_zero_iff (ZMod d) d 3).mp (by exact_mod_cast h3)
    have h6 := Nat.le_of_dvd (by norm_num) h4
    omega

end

end CubicPhaseState
```

The equivalence covers composite odd dimensions as well as primes. It gives neither the size of the negative values nor their number, and it concerns the exact pure state, without noise, in finite dimension.

```lean
#print axioms CubicPhaseState.phase_natCast
-- 'CubicPhaseState.phase_natCast' depends on axioms: [propext, Classical.choice, Quot.sound]
#print axioms CubicPhaseState.wigner_cubicState_negative_iff
-- 'CubicPhaseState.wigner_cubicState_negative_iff' depends on axioms: [propext, Classical.choice, Quot.sound]
```
